# Spectral gap bound for finite reversible Markov chains

**A:** Start a reversible Markov chain in state $x$. After $n$ steps, its probability of being in $y$ differs from the equilibrium value $p(y)$ by at most
$$r^n\sqrt{p(y)/p(x)}.$$
Here the state space is finite, every equilibrium probability $p(x)$ is positive, $P(x,y)$ is the probability of a step from $x$ to $y$, and $r\ge 0$ is a number with $|\langle f,Pf\rangle_p|\le r\langle f,f\rangle_p$ for every observable $f$ of zero equilibrium mean. I write $\langle f,g\rangle_p=\sum_x p(x)f(x)g(x)$, $\|f\|^2=\langle f,f\rangle_p$ and $(Pf)(x)=\sum_y P(x,y)f(y)$.

**Q:** Your hypothesis concerns averages. How does it control a single matrix entry?

**A:** First, detailed balance, $p(x)P(x,y)=p(y)P(y,x)$, makes $P$ self-adjoint:
$$\langle f,Pg\rangle_p=\sum_{x,y}p(x)P(x,y)f(x)g(y)=\sum_{x,y}p(y)P(y,x)f(x)g(y)=\langle Pf,g\rangle_p.$$
Unit row sums give $P1=1$, so $\langle 1,Pf\rangle_p=\langle 1,f\rangle_p$: the mean is preserved.

Now let $f$ have zero mean, and put $g=Pf$ and $u_\pm=tf\pm g$ with $t$ real. Both $u_\pm$ have zero mean, so
$$4t\|g\|^2=\langle u_+,Pu_+\rangle_p-\langle u_-,Pu_-\rangle_p\le r\left(\|u_+\|^2+\|u_-\|^2\right)=2r\left(t^2\|f\|^2+\|g\|^2\right).$$
The first equality uses $\langle f,Pg\rangle_p=\langle g,Pf\rangle_p=\|g\|^2$. If $r>0$, take $t=r$ and divide by $2r$: this leaves $\|Pf\|^2\le r^2\|f\|^2$. If $r=0$, take $t=1$, which gives $\|Pf\|^2\le 0$.

Iterating, $\|P^nf\|^2\le r^{2n}\|f\|^2$ for zero mean. Apply this to the indicator of $y$ minus its mean $p(y)$. Its squared norm is $p(y)(1-p(y))^2+(1-p(y))p(y)^2=p(y)(1-p(y))$, and $P^n$ maps it to $z\mapsto P^n(z,y)-p(y)$. Keeping only the term $z=x$,
$$p(x)\left(P^n(x,y)-p(y)\right)^2\le r^{2n}p(y)(1-p(y))\le r^{2n}p(y).$$
Divide by $p(x)$ and take the root.

**Q:** And what does Lean take a chain to be?

**A:** The states form a finite type `ι`, and observables are real functions on it. `mean` is the equilibrium average and `wInner` is $\langle f,g\rangle_p$.

```lean
import Mathlib

open Matrix Filter Topology

namespace MarkovSpectralGap

noncomputable section

variable {ι : Type*} [Fintype ι]

/-- The average of the observable `f` with weights `p`. -/
def mean (p f : ι → ℝ) : ℝ := ∑ x, p x * f x

/-- The inner product of two observables with weights `p`. -/
def wInner (p f g : ι → ℝ) : ℝ := ∑ x, p x * f x * g x
```

`IsReversible` collects positivity and normalisation of $p$, unit row sums and detailed balance.

```lean
/-- The rows of `P` sum to one, and `P` is in detailed balance with the positive
probability distribution `p`. -/
structure IsReversible (P : Matrix ι ι ℝ) (p : ι → ℝ) : Prop where
  pos : ∀ x, 0 < p x
  sum_one : ∑ x, p x = 1
  row_sum : ∀ x, ∑ y, P x y = 1
  balance : ∀ x y, p x * P x y = p y * P y x
```

**Q:** I see no condition $P(x,y)\ge 0$.

**A:** The proof never uses it, so the theorem is wider than the textbook notion of a transition matrix. Every genuine reversible chain with positive $p$ is included.

```lean
/-- On observables of zero mean, the quadratic form of `P` is bounded in absolute value
by `r` times the squared norm. -/
def GapBound (P : Matrix ι ι ℝ) (p : ι → ℝ) (r : ℝ) : Prop :=
  ∀ f : ι → ℝ, mean p f = 0 → |wInner p f (P *ᵥ f)| ≤ r * wInner p f f
```

**Q:** Is `r` the gap?

**A:** Not quite. With two or more states, the absolute spectral gap is $1-\max|\lambda|$, taken over the eigenvalues $\lambda$ of $P$ on zero-mean observables. It is at least $1-r$, with equality for the smallest admissible `r`. The absolute value in `GapBound` also controls eigenvalues near $-1$, which describe chains that nearly alternate. The bound is assumed here; for a given sampler, someone must supply `r`.

**Q:** Would stationarity of $p$ do instead of detailed balance?

**A:** No. Take three states on a ring, always step clockwise, and let $p$ be uniform. For zero mean, $\langle f,Pf\rangle_p=-\tfrac12\langle f,f\rangle_p$, so $r=\tfrac12$ is allowed. Yet $P^n(x,y)$ is always 0 or 1, at least $\tfrac13$ away from $p(y)$, while the bound at $n=2$ would be $\tfrac14$.

**Q:** Where does detailed balance enter the proof?

**A:** In `selfAdjoint`, which exchanges the two sums and applies `balance` term by term. The next two lemmas give $P1=1$ and the preserved mean.

```lean
variable {P : Matrix ι ι ℝ} {p : ι → ℝ} {r : ℝ}

/-- A reversible transition matrix is self-adjoint for the inner product weighted by `p`. -/
theorem selfAdjoint (h : IsReversible P p) (f g : ι → ℝ) :
    wInner p f (P *ᵥ g) = wInner p (P *ᵥ f) g := by
  simp only [wInner, Matrix.mulVec, dotProduct, Finset.mul_sum, Finset.sum_mul]
  rw [Finset.sum_comm]
  refine Finset.sum_congr rfl fun y _ => Finset.sum_congr rfl fun x _ => ?_
  linear_combination f x * g y * h.balance x y

/-- A reversible transition matrix leaves constant observables unchanged. -/
theorem mulVec_const (h : IsReversible P p) (c : ℝ) :
    P *ᵥ (fun _ => c) = fun _ => c := by
  ext x
  simp only [Matrix.mulVec, dotProduct, ← Finset.sum_mul, h.row_sum, one_mul]

/-- One step of a reversible chain preserves the equilibrium average of every observable. -/
theorem mean_mulVec (h : IsReversible P p) (f : ι → ℝ) :
    mean p (P *ᵥ f) = mean p f := by
  have key := selfAdjoint h (fun _ => 1) f
  rw [mulVec_const h] at key
  simpa only [wInner, mean, mul_one] using key
```

In `contraction`, `key` is the inequality in $t$; `e1` and `e2` expand the difference and the sum over $u_\pm$. The final case split treats $r=0$ and $r>0$.

```lean
/-- For a reversible chain with gap bound `r ≥ 0`, the squared norm of a mean-zero observable after
one step is at most `r ^ 2` times its initial value. -/
theorem contraction (h : IsReversible P p) (hr : 0 ≤ r) (hgap : GapBound P p r)
    (f : ι → ℝ) (hf : mean p f = 0) :
    wInner p (P *ᵥ f) (P *ᵥ f) ≤ r ^ 2 * wInner p f f := by
  have hg : mean p (P *ᵥ f) = 0 := by rw [mean_mulVec h, hf]
  -- polarisation: test the quadratic form on `t f + P f` and `t f - P f`
  have key : ∀ t : ℝ, 4 * t * wInner p (P *ᵥ f) (P *ᵥ f) ≤
      r * (2 * (t ^ 2 * wInner p f f + wInner p (P *ᵥ f) (P *ᵥ f))) := by
    intro t
    have m1 : mean p (t • f + P *ᵥ f) = t * mean p f + mean p (P *ᵥ f) := by
      simp only [mean, Finset.mul_sum, ← Finset.sum_add_distrib]
      refine Finset.sum_congr rfl fun x _ => ?_
      simp only [Pi.add_apply, Pi.smul_apply, smul_eq_mul]
      ring
    have m2 : mean p (t • f - P *ᵥ f) = t * mean p f - mean p (P *ᵥ f) := by
      simp only [mean, Finset.mul_sum, ← Finset.sum_sub_distrib]
      refine Finset.sum_congr rfl fun x _ => ?_
      simp only [Pi.sub_apply, Pi.smul_apply, smul_eq_mul]
      ring
    rw [hf, hg, mul_zero, add_zero] at m1
    rw [hf, hg, mul_zero, sub_zero] at m2
    have h1 := (abs_le.mp (hgap _ m1)).2
    have h2 := (abs_le.mp (hgap _ m2)).1
    rw [Matrix.mulVec_add, Matrix.mulVec_smul] at h1
    rw [Matrix.mulVec_sub, Matrix.mulVec_smul] at h2
    have e1 : ∀ g u v : ι → ℝ, wInner p (t • f + g) (t • u + v)
        - wInner p (t • f - g) (t • u - v) = 2 * t * (wInner p f v + wInner p g u) := by
      intro g u v
      simp only [wInner, ← Finset.sum_add_distrib, ← Finset.sum_sub_distrib, Finset.mul_sum]
      refine Finset.sum_congr rfl fun x _ => ?_
      simp only [Pi.add_apply, Pi.sub_apply, Pi.smul_apply, smul_eq_mul]
      ring
    have e2 : ∀ g : ι → ℝ, wInner p (t • f + g) (t • f + g)
        + wInner p (t • f - g) (t • f - g) = 2 * (t ^ 2 * wInner p f f + wInner p g g) := by
      intro g
      simp only [wInner, Finset.mul_sum, ← Finset.sum_add_distrib]
      refine Finset.sum_congr rfl fun x _ => ?_
      simp only [Pi.add_apply, Pi.sub_apply, Pi.smul_apply, smul_eq_mul]
      ring
    linear_combination h1 + h2 - e1 (P *ᵥ f) (P *ᵥ f) (P *ᵥ (P *ᵥ f))
      + r * e2 (P *ᵥ f) - 2 * t * selfAdjoint h f (P *ᵥ f)
  rcases hr.eq_or_lt with h0 | hpos
  · have k := key 1
    rw [← h0] at k ⊢
    linarith
  · -- the choice `t = r` is optimal
    refine le_of_mul_le_mul_left ?_ hpos
    linarith [key r]
```

`variance_decay` iterates by induction (`iter`), then subtracts the mean, using that $P^n$ fixes constants (`hconst`).

```lean
variable [DecidableEq ι]

/-- For a reversible chain with gap bound `r ≥ 0`, the equilibrium variance of any observable
propagated for `n` steps is at most `(r ^ n) ^ 2` times its initial variance. -/
theorem variance_decay (h : IsReversible P p) (hr : 0 ≤ r) (hgap : GapBound P p r)
    (f : ι → ℝ) (n : ℕ) :
    wInner p (fun x => (P ^ n *ᵥ f) x - mean p f) (fun x => (P ^ n *ᵥ f) x - mean p f) ≤
      (r ^ n) ^ 2 * wInner p (fun x => f x - mean p f) (fun x => f x - mean p f) := by
  -- iterate the contraction on mean-zero observables
  have iter : ∀ (k : ℕ) (g : ι → ℝ), mean p g = 0 →
      wInner p (P ^ k *ᵥ g) (P ^ k *ᵥ g) ≤ (r ^ k) ^ 2 * wInner p g g := by
    intro k
    induction k with
    | zero => intro g _; simp
    | succ k ih =>
      intro g hg
      rw [pow_succ P, ← Matrix.mulVec_mulVec]
      calc _ ≤ (r ^ k) ^ 2 * wInner p (P *ᵥ g) (P *ᵥ g) :=
            ih _ (by rw [mean_mulVec h, hg])
        _ ≤ (r ^ k) ^ 2 * (r ^ 2 * wInner p g g) :=
            mul_le_mul_of_nonneg_left (contraction h hr hgap g hg) (sq_nonneg _)
        _ = (r ^ (k + 1)) ^ 2 * wInner p g g := by ring
  have hconst : ∀ (k : ℕ) (c : ℝ), P ^ k *ᵥ (fun _ => c) = fun _ => c := by
    intro k c
    induction k with
    | zero => simp
    | succ k ih => rw [pow_succ, ← Matrix.mulVec_mulVec, mulVec_const h, ih]
  have hg : mean p (fun x => f x - mean p f) = 0 := by
    simp only [mean, mul_sub, Finset.sum_sub_distrib, ← Finset.sum_mul, h.sum_one,
      one_mul, sub_self]
  have hP : P ^ n *ᵥ (fun x => f x - mean p f) = fun x => (P ^ n *ᵥ f) x - mean p f := by
    change P ^ n *ᵥ (f - fun _ => mean p f) = _
    rw [Matrix.mulVec_sub, hconst]
    rfl
  have key := iter n _ hg
  rwa [hP] at key
```

**Q:** Then the indicator?

**A:** Yes. `hs` computes its variance, `hx` keeps the single term at $x$, and the last line discards $-p(y)^2$.

```lean
/-- Spectral gap bound: for a reversible chain with gap bound `r ≥ 0`, the `n`-step transition
probability from `x` to `y` differs from `p y` by at most `r ^ n * √(p y / p x)`. -/
theorem spectral_gap_bound (h : IsReversible P p) (hr : 0 ≤ r) (hgap : GapBound P p r)
    (n : ℕ) (x y : ι) :
    |(P ^ n) x y - p y| ≤ r ^ n * √(p y / p x) := by
  -- propagate the indicator of the state `y`
  have hv := variance_decay h hr hgap (fun z => if z = y then (1 : ℝ) else 0) n
  have hm : mean p (fun z => if z = y then (1 : ℝ) else 0) = p y := by simp [mean]
  have hcol : ∀ z, (P ^ n *ᵥ (fun z => if z = y then (1 : ℝ) else 0)) z = (P ^ n) z y := by
    intro z
    simp [Matrix.mulVec, dotProduct]
  have hs : wInner p (fun z => (if z = y then (1 : ℝ) else 0) - p y)
      (fun z => (if z = y then (1 : ℝ) else 0) - p y) = p y * (1 - p y) := by
    have e : ∀ z, p z * ((if z = y then (1 : ℝ) else 0) - p y) *
        ((if z = y then (1 : ℝ) else 0) - p y) =
        (if z = y then p z * (1 - 2 * p y) else 0) + p z * p y ^ 2 := by
      intro z
      split_ifs <;> ring
    simp only [wInner, e, Finset.sum_add_distrib, ← Finset.sum_mul, h.sum_one,
      Finset.sum_ite_eq', Finset.mem_univ, if_true]
    ring
  simp only [hm, hcol] at hv
  rw [hs] at hv
  -- a single state contributes no more than the whole variance
  have hx : p x * ((P ^ n) x y - p y) * ((P ^ n) x y - p y) ≤
      wInner p (fun z => (P ^ n) z y - p y) (fun z => (P ^ n) z y - p y) :=
    Finset.single_le_sum (f := fun z => p z * ((P ^ n) z y - p y) * ((P ^ n) z y - p y))
      (fun z _ => by
        rw [mul_assoc]
        exact mul_nonneg (h.pos z).le (mul_self_nonneg _)) (Finset.mem_univ x)
  refine abs_le_of_sq_le_sq ?_ (mul_nonneg (pow_nonneg hr n) (Real.sqrt_nonneg _))
  rw [mul_pow, Real.sq_sqrt (div_pos (h.pos y) (h.pos x)).le, ← mul_div_assoc,
    le_div_iff₀ (h.pos x)]
  nlinarith [mul_nonneg (sq_nonneg (r ^ n)) (sq_nonneg (p y))]
```

For $r<1$ the bound tends to zero, and squeezing gives convergence from every starting state.

```lean
/-- If a reversible chain has a gap bound `0 ≤ r < 1`, its `n`-step transition probabilities
converge to `p`, whatever the starting state. -/
theorem tendsto_equilibrium (h : IsReversible P p) (hr : 0 ≤ r) (hr1 : r < 1)
    (hgap : GapBound P p r) (x y : ι) :
    Tendsto (fun n : ℕ => (P ^ n) x y) atTop (𝓝 (p y)) := by
  have lim := (tendsto_pow_atTop_nhds_zero_of_lt_one hr hr1).mul_const (√(p y / p x))
  rw [zero_mul] at lim
  rw [tendsto_iff_norm_sub_tendsto_zero]
  exact squeeze_zero (fun n => norm_nonneg _)
    (fun n => spectral_gap_bound h hr hgap n x y) lim
```

**Q:** Does any real chain satisfy all this?

**A:** A two-state chain with jump probabilities $a,b\in(0,1]$ does, with $r=|1-a-b|$. Zero mean means $bf(0)+af(1)=0$, which makes $f$ an eigenvector with eigenvalue $1-a-b$. At $a=b=1$ the chain flips forever, and correctly $r=1$.

```lean
/-- The two-state chain with jump probabilities `a` and `b` in `(0, 1]` has nonnegative entries,
is reversible for the weights `b / (a + b)`, `a / (a + b)`, and has gap bound `|1 - a - b|`. -/
theorem twoState_witness {a b : ℝ} (ha : 0 < a) (hb : 0 < b) (ha1 : a ≤ 1) (hb1 : b ≤ 1) :
    (∀ i j, 0 ≤ !![1 - a, a; b, 1 - b] i j) ∧
    IsReversible !![1 - a, a; b, 1 - b] ![b / (a + b), a / (a + b)] ∧
    GapBound !![1 - a, a; b, 1 - b] ![b / (a + b), a / (a + b)] |1 - a - b| := by
  have hab : 0 < a + b := add_pos ha hb
  have hne : a + b ≠ 0 := hab.ne'
  have hpos : ∀ i, 0 < ![b / (a + b), a / (a + b)] i :=
    Fin.forall_fin_two.mpr ⟨div_pos hb hab, div_pos ha hab⟩
  refine ⟨?_, ⟨hpos, ?_, ?_, ?_⟩, ?_⟩
  · intro i j
    fin_cases i <;> fin_cases j <;> simp <;> linarith
  · rw [Fin.sum_univ_two]
    change b / (a + b) + a / (a + b) = 1
    rw [← add_div, add_comm b a, div_self hne]
  · intro i
    fin_cases i <;> simp [Fin.sum_univ_two]
  · intro i j
    fin_cases i <;> fin_cases j <;> simp <;> ring
  · intro f hf
    have hf' : b / (a + b) * f 0 + a / (a + b) * f 1 = 0 := by
      rw [mean, Fin.sum_univ_two] at hf
      exact hf
    have h0 : b * f 0 + a * f 1 = 0 := by
      calc b * f 0 + a * f 1 = (a + b) * (b / (a + b) * f 0 + a / (a + b) * f 1) := by
            field_simp
        _ = 0 := by rw [hf', mul_zero]
    -- every mean-zero observable is an eigenvector
    have hP : !![1 - a, a; b, 1 - b] *ᵥ f = (1 - a - b) • f := by
      ext i
      fin_cases i <;> simp [Matrix.mulVec, dotProduct, Fin.sum_univ_two] <;>
        linear_combination h0
    have hs : ∀ q : Fin 2 → ℝ, wInner q f ((1 - a - b) • f) = (1 - a - b) * wInner q f f := by
      intro q
      simp only [wInner, Finset.mul_sum]
      refine Finset.sum_congr rfl fun x _ => ?_
      simp only [Pi.smul_apply, smul_eq_mul]
      ring
    have hn : 0 ≤ wInner ![b / (a + b), a / (a + b)] f f :=
      Finset.sum_nonneg fun x _ => by
        rw [mul_assoc]
        exact mul_nonneg (hpos x).le (mul_self_nonneg _)
    rw [hP, hs, abs_mul, abs_of_nonneg hn]

end

end MarkovSpectralGap
```

```lean
#print axioms MarkovSpectralGap.spectral_gap_bound
#print axioms MarkovSpectralGap.tendsto_equilibrium
```

```
'MarkovSpectralGap.spectral_gap_bound' depends on axioms: [propext, Classical.choice, Quot.sound]
'MarkovSpectralGap.tendsto_equilibrium' depends on axioms: [propext, Classical.choice, Quot.sound]
```

**Q:** So what may I conclude about my Metropolis run?

**A:** If the state space is finite, $P$ is in detailed balance with a positive $p$, and some $r<1$ is known, the bound tells you how many steps suffice to bring the probability of a given state $y$ within a chosen distance of $p(y)$. It is not an estimate of the statistical error of averages taken along the run. That your program really draws each move with the probabilities $P(x,y)$, independently of its earlier history, is for you to establish.
